# The total elastic cross section of ground-state hydrogen for electrons in the static first Born approximation

An electron with wave number $k$ meets a hydrogen atom in its ground state. The proton attracts it and the electron cloud repels it, so at large distance the two forces nearly cancel. How large a target is the atom? If the cloud stays frozen, exchange is ignored and scattering is taken to first order in the potential, the total elastic cross section in atomic units is, for every $k>0$,

$$\sigma(k)=\frac{\pi(7k^4+18k^2+12)}{3(k^2+1)^3}.$$

## The atom and the scattering quantities

```lean
import Mathlib

open MeasureTheory Filter Set
open scoped Real Topology

namespace HydrogenStaticBorn

noncomputable section
```

Atomic units are used throughout: lengths are in Bohr radii, cross sections in squared Bohr radii. All variables are real numbers (`ℝ`).

```lean
/-- Electron density of ground-state hydrogen at radius `r`, in atomic units. -/
def density (r : ℝ) : ℝ := Real.exp (-2 * r) / π
```

This is $\rho(r)=e^{-2r}/\pi$, the known ground-state density, taken as given and not derived from the Schrödinger equation.

```lean
/-- Potential energy of a projectile electron at radius `r > 0`: attraction by the proton, and
repulsion by the parts of the electron cloud inside and outside the radius `r`. -/
def staticPotential (r : ℝ) : ℝ :=
  -1 / r + 4 * π / r * (∫ s in (0 : ℝ)..r, s ^ 2 * density s)
    + 4 * π * ∫ s in Ioi r, s * density s
```

The potential energy $V(r)$ of the projectile has three parts: the proton's attraction, the repulsion by the charge inside $r$, and that by the shells outside. `Ioi r` is the interval $(r,\infty)$.

```lean
/-- Form factor of the electron density at momentum transfer `q > 0`. -/
def formFactor (q : ℝ) : ℝ :=
  4 * π / q * ∫ r in Ioi (0 : ℝ), r * density r * Real.sin (q * r)
```

The form factor is $F(q)=\frac{4\pi}{q}\int_0^\infty r\rho\sin(qr)\,dr$, the Fourier transform of a spherical density at momentum transfer $q$.

```lean
/-- First Born amplitude of the static potential at momentum transfer `q > 0`. -/
def bornAmplitude (q : ℝ) : ℝ :=
  -(2 / q) * ∫ r in Ioi (0 : ℝ), r * staticPotential r * Real.sin (q * r)
```

The amplitude is $f(q)=-\frac2q\int_0^\infty rV\sin(qr)\,dr$, whose limit as $q\to0$ is positive for an attractive potential. Using it for a real collision is the step that no hypothesis covers: its closeness to the true electron–atom amplitude is assumed, and is poor at low energy.

```lean
/-- Momentum transfer in elastic scattering through the angle `t` at wave number `k`. -/
def momentumTransfer (k t : ℝ) : ℝ := Real.sqrt (2 * k ^ 2 * (1 - Real.cos t))
```

Here `t` is the scattering angle, usually called $\theta$, and $q^2=2k^2(1-\cos t)$.

```lean
/-- Total cross section: the squared Born amplitude integrated over all directions, for wave
number `k > 0`. -/
def totalCrossSection (k : ℝ) : ℝ :=
  2 * π * ∫ t in (0 : ℝ)..π, bornAmplitude (momentumTransfer k t) ^ 2 * Real.sin t
```

This is $\sigma=2\pi\int_0^\pi f^2\sin t\,dt$; the factor $2\pi$ comes from the azimuth. "Total" means integrated over all directions: only elastic scattering is counted, not excitation or ionization of the atom.

## Integrals with a decaying exponential

```lean
/-- Derivative of a linear function times the decaying exponential `exp (-2r)`. -/
theorem hasDerivAt_linear_decay (a c r : ℝ) :
    HasDerivAt (fun x : ℝ => (a * x + c) * Real.exp (-2 * x))
      ((a - 2 * (a * r + c)) * Real.exp (-2 * r)) r := by
  have hl := ((hasDerivAt_id' r).const_mul a).add_const c
  have he := ((hasDerivAt_id' r).const_mul (-2 : ℝ)).exp
  exact (hl.fun_mul he).congr_deriv (by ring)
```

The product rule gives $\frac{d}{dr}\left[(ar+c)e^{-2r}\right]=\left(a-2(ar+c)\right)e^{-2r}$. `HasDerivAt` states a derivative at a point, and `ring` checks the algebra.

```lean
/-- A linear function times `exp (-2r)` vanishes at large distance. -/
theorem tendsto_linear_decay (a c : ℝ) :
    Tendsto (fun x : ℝ => (a * x + c) * Real.exp (-2 * x)) atTop (𝓝 0) := by
  have h (n : ℕ) := (Real.tendsto_pow_mul_exp_neg_atTop_nhds_zero n).comp
    (tendsto_id.const_mul_atTop (two_pos : (0 : ℝ) < 2))
  have h2 := ((h 1).const_mul (a / 2)).add ((h 0).const_mul c)
  simp only [mul_zero, add_zero] at h2
  refine h2.congr (fun r => ?_)
  simp only [Function.comp_apply, id_eq]
  rw [show -(2 * r) = -2 * r by ring]
  ring
```

`Tendsto … atTop (𝓝 0)` says that the function tends to 0 as $x\to\infty$. It follows from $y^ne^{-y}\to0$ for $n=0,1$, with $y=2x$.

```lean
/-- For `a, b ≥ 0` the function `(r + b) exp (-2r)` is integrable beyond the radius `a`, with the
stated integral. -/
theorem tail_integral {a b : ℝ} (ha : 0 ≤ a) (hb : 0 ≤ b) :
    IntegrableOn (fun r : ℝ => (r + b) * Real.exp (-2 * r)) (Ioi a) ∧
      ∫ r in Ioi a, (r + b) * Real.exp (-2 * r)
        = (a / 2 + b / 2 + 1 / 4) * Real.exp (-2 * a) := by
  have hd : ∀ x ∈ Ici a, HasDerivAt
      (fun x : ℝ => (-(1 / 2) * x + (-(b / 2) - 1 / 4)) * Real.exp (-2 * x))
      ((x + b) * Real.exp (-2 * x)) x := fun x _ =>
    (hasDerivAt_linear_decay _ _ x).congr_deriv (by ring)
  have hp : ∀ x ∈ Ioi a, 0 ≤ (x + b) * Real.exp (-2 * x) := fun x hx => by
    have hx' : a < x := hx
    exact mul_nonneg (by linarith) (Real.exp_pos _).le
  have ht := tendsto_linear_decay (-(1 / 2)) (-(b / 2) - 1 / 4)
  refine ⟨integrableOn_Ioi_deriv_of_nonneg' hd hp ht, ?_⟩
  rw [integral_Ioi_of_hasDerivAt_of_nonneg' hd hp ht]
  ring
```

The antiderivative $-\left(\frac r2+\frac b2+\frac14\right)e^{-2r}$ vanishes at infinity, so the integral from $a$ is minus its value at $a$. Since the integrand is nonnegative, the same limit proves integrability.

```lean
/-- Sine transform of `(r + b) exp (-2r)` on the half-line, for `b ≥ 0`. -/
theorem sine_transform {b : ℝ} (hb : 0 ≤ b) (q : ℝ) :
    ∫ r in Ioi (0 : ℝ), (r + b) * Real.exp (-2 * r) * Real.sin (q * r)
      = 4 * q / (q ^ 2 + 4) ^ 2 + b * q / (q ^ 2 + 4) := by
  have hD : q ^ 2 + 4 ≠ 0 := by positivity
  -- the sine only lowers the modulus, so the integral converges
  have hint : IntegrableOn
      (fun r : ℝ => (r + b) * Real.exp (-2 * r) * Real.sin (q * r)) (Ioi 0) := by
    refine Integrable.mono (tail_integral le_rfl hb).1
      (Continuous.aestronglyMeasurable (by fun_prop)) (Eventually.of_forall fun r => ?_)
    rw [norm_mul]
    exact mul_le_of_le_one_right (norm_nonneg _) (Real.abs_sin_le_one _)
  have hbd : ∀ h s : ℝ → ℝ, Tendsto h atTop (𝓝 0) → (∀ r, |s r| ≤ 1) →
      Tendsto (fun r => h r * s r) atTop (𝓝 0) := fun h s hh hs => by
    refine squeeze_zero_norm (a := fun r => |h r|) (fun r => ?_) (by simpa using hh.abs)
    rw [Real.norm_eq_abs, abs_mul]
    exact mul_le_of_le_one_right (abs_nonneg _) (hs r)
  -- an explicit antiderivative, which vanishes at infinity
  have ht := (hbd _ (fun r => Real.sin (q * r)) (tendsto_linear_decay (-2 / (q ^ 2 + 4))
      (-2 * b / (q ^ 2 + 4) + (q ^ 2 - 4) / (q ^ 2 + 4) ^ 2))
      (fun r => Real.abs_sin_le_one _)).add
    (hbd _ (fun r => Real.cos (q * r)) (tendsto_linear_decay (-q / (q ^ 2 + 4))
      (-b * q / (q ^ 2 + 4) - 4 * q / (q ^ 2 + 4) ^ 2)) (fun r => Real.abs_cos_le_one _))
  rw [integral_Ioi_of_hasDerivAt_of_tendsto' (fun r _ => ?_) hint ht]
  · simp only [mul_zero, Real.sin_zero, Real.cos_zero, Real.exp_zero]
    ring
  · have hs := ((hasDerivAt_id' r).const_mul q).sin
    have hc := ((hasDerivAt_id' r).const_mul q).cos
    refine (((hasDerivAt_linear_decay _ _ r).fun_mul hs).fun_add
      ((hasDerivAt_linear_decay _ _ r).fun_mul hc)).congr_deriv ?_
    field_simp
    ring
```

By hand, take the imaginary part of

$$\int_0^\infty (r+b)e^{-(2-iq)r}dr=\frac{(2+iq)^2}{(q^2+4)^2}+\frac{b(2+iq)}{q^2+4},$$

which is $\frac{4q}{(q^2+4)^2}+\frac{bq}{q^2+4}$. Lean stays with real functions: it differentiates an explicit combination of $\sin qr$ and $\cos qr$, with linear functions times $e^{-2r}$ as coefficients. Convergence follows from $|\sin qr|\le1$.

## From the potential to the amplitude

```lean
/-- At `r > 0` the static potential of hydrogen is `-(1 + 1/r) exp (-2r)`. -/
theorem staticPotential_eq {r : ℝ} (hr : 0 < r) :
    staticPotential r = -(1 + 1 / r) * Real.exp (-2 * r) := by
  have hπ := Real.pi_ne_zero
  -- charge inside the radius r, divided by 4π
  have hin : ∫ s in (0 : ℝ)..r, s ^ 2 * density s
      = (1 - (2 * r ^ 2 + 2 * r + 1) * Real.exp (-2 * r)) / (4 * π) := by
    have hd : ∀ s ∈ uIcc 0 r, HasDerivAt (fun x : ℝ => (x * ((2 * x + 2) * Real.exp (-2 * x))
        + (0 * x + 1) * Real.exp (-2 * x)) * (-1 / (4 * π))) (s ^ 2 * density s) s := by
      intro s _
      refine ((((hasDerivAt_id' s).fun_mul (hasDerivAt_linear_decay 2 2 s)).fun_add
        (hasDerivAt_linear_decay 0 1 s)).mul_const (-1 / (4 * π))).congr_deriv ?_
      unfold density
      field_simp
      ring
    rw [intervalIntegral.integral_eq_sub_of_hasDerivAt hd
      (Continuous.intervalIntegrable (by unfold density; fun_prop) _ _)]
    simp only [mul_zero, Real.exp_zero]
    ring
  -- potential of the shells outside the radius r, divided by 4π
  have hout : ∫ s in Ioi r, s * density s
      = π⁻¹ * ((r / 2 + 0 / 2 + 1 / 4) * Real.exp (-2 * r)) := by
    rw [← (tail_integral hr.le le_rfl).2, ← integral_const_mul]
    congr 1
    funext s
    unfold density
    ring
  rw [staticPotential, hin, hout]
  field_simp
  ring
```

The enclosed charge (`hin`, times $4\pi$) is $1-(2r^2+2r+1)e^{-2r}$, and the outer shells (`hout`, times $4\pi$) give $(2r+1)e^{-2r}$. Hence

$$V=-\frac1r+\frac1r-\left(2r+2+\frac1r\right)e^{-2r}+(2r+1)e^{-2r}=-\left(1+\frac1r\right)e^{-2r}.$$

```lean
/-- The form factor of hydrogen at `q > 0` is `16 / (q² + 4)²`. -/
theorem formFactor_eq {q : ℝ} (hq : 0 < q) : formFactor q = 16 / (q ^ 2 + 4) ^ 2 := by
  have hπ := Real.pi_ne_zero
  have h : ∫ r in Ioi (0 : ℝ), r * density r * Real.sin (q * r)
      = π⁻¹ * (4 * q / (q ^ 2 + 4) ^ 2 + 0 * q / (q ^ 2 + 4)) := by
    rw [← sine_transform le_rfl q, ← integral_const_mul]
    congr 1
    funext r
    unfold density
    ring
  rw [formFactor, h, zero_mul, zero_div, add_zero]
  field_simp
  norm_num
```

The sine transform with $b=0$ gives $F=\frac4q\cdot\frac{4q}{(q^2+4)^2}=\frac{16}{(q^2+4)^2}$. The hypothesis `hq` is $q>0$.

```lean
/-- The static Born amplitude at `q > 0` in closed form. -/
theorem bornAmplitude_eq {q : ℝ} (hq : 0 < q) :
    bornAmplitude q = 2 * (q ^ 2 + 8) / (q ^ 2 + 4) ^ 2 := by
  have h : ∫ r in Ioi (0 : ℝ), r * staticPotential r * Real.sin (q * r)
      = -(4 * q / (q ^ 2 + 4) ^ 2 + 1 * q / (q ^ 2 + 4)) := by
    rw [← sine_transform zero_le_one q, ← integral_neg]
    refine setIntegral_congr_fun measurableSet_Ioi (fun r hr => ?_)
    have hr' : 0 < r := hr
    have h1 : r * (1 + 1 / r) = r + 1 := by
      rw [mul_add, mul_one, mul_one_div_cancel hr'.ne']
    show r * staticPotential r * Real.sin (q * r)
      = -((r + 1) * Real.exp (-2 * r) * Real.sin (q * r))
    rw [staticPotential_eq hr']
    linear_combination (-(Real.exp (-2 * r) * Real.sin (q * r))) * h1
  rw [bornAmplitude, h]
  field_simp
  ring
```

Since $rV=-(r+1)e^{-2r}$, the case $b=1$ applies:

$$f=\frac2q\left[\frac{4q}{(q^2+4)^2}+\frac{q}{q^2+4}\right]=\frac{2(q^2+8)}{(q^2+4)^2}.$$

```lean
/-- For `q > 0` the Born amplitude is `2 (1 - F) / q²`, with `F` the form factor. -/
theorem bornAmplitude_eq_formFactor {q : ℝ} (hq : 0 < q) :
    bornAmplitude q = 2 * (1 - formFactor q) / q ^ 2 := by
  rw [bornAmplitude_eq hq, formFactor_eq hq]
  field_simp
  ring
```

From $1-F=\frac{q^2(q^2+8)}{(q^2+4)^2}$ follows $f=2(1-F)/q^2$. Relations of this kind turn electron densities into electron scattering amplitudes in diffraction work; here the density is that of a frozen hydrogen atom.

## The cross section and its high-energy limit

```lean
/-- Total cross section of hydrogen for electrons of wave number `k > 0` in the static first Born
approximation. -/
theorem totalCrossSection_eq {k : ℝ} (hk : 0 < k) :
    totalCrossSection k
      = π * (7 * k ^ 4 + 18 * k ^ 2 + 12) / (3 * (k ^ 2 + 1) ^ 3) := by
  have hne : ∀ t : ℝ, 2 * k ^ 2 * (1 - Real.cos t) + 4 ≠ 0 := fun t => by
    have := mul_nonneg (by positivity : 0 ≤ 2 * k ^ 2) (sub_nonneg.2 (Real.cos_le_one t))
    linarith
  -- the integrand in closed form; where q = 0 the factor sin t vanishes
  have hpt : ∀ t : ℝ, bornAmplitude (momentumTransfer k t) ^ 2 * Real.sin t
      = 4 * (2 * k ^ 2 * (1 - Real.cos t) + 8) ^ 2
        / (2 * k ^ 2 * (1 - Real.cos t) + 4) ^ 4 * Real.sin t := by
    intro t
    by_cases hs : Real.sin t = 0
    · simp [hs]
    have hc : Real.cos t < 1 := lt_of_le_of_ne (Real.cos_le_one t) fun h => hs <| by
      have h1 := Real.sin_sq_add_cos_sq t
      rw [h] at h1
      exact (pow_eq_zero_iff two_ne_zero).1 (by linarith)
    have hpos : 0 < 2 * k ^ 2 * (1 - Real.cos t) := mul_pos (by positivity) (sub_pos.2 hc)
    rw [momentumTransfer, bornAmplitude_eq (Real.sqrt_pos.2 hpos), Real.sq_sqrt hpos.le]
    generalize 2 * k ^ 2 * (1 - Real.cos t) = x
    rw [div_pow, mul_pow, ← pow_mul]
    norm_num
  -- antiderivative in the scattering angle
  have hd : ∀ t ∈ uIcc 0 π, HasDerivAt (fun t : ℝ => -(2 / k ^ 2) *
      (1 / (2 * k ^ 2 * (1 - Real.cos t) + 4)
        + 4 * (1 / (2 * k ^ 2 * (1 - Real.cos t) + 4) * (1 / (2 * k ^ 2 * (1 - Real.cos t) + 4)))
        + 16 / 3 * (1 / (2 * k ^ 2 * (1 - Real.cos t) + 4) *
          (1 / (2 * k ^ 2 * (1 - Real.cos t) + 4) * (1 / (2 * k ^ 2 * (1 - Real.cos t) + 4))))))
      (4 * (2 * k ^ 2 * (1 - Real.cos t) + 8) ^ 2
        / (2 * k ^ 2 * (1 - Real.cos t) + 4) ^ 4 * Real.sin t) t := by
    intro t _
    have hu : HasDerivAt (fun t : ℝ => 2 * k ^ 2 * (1 - Real.cos t) + 4)
        (2 * k ^ 2 * Real.sin t) t :=
      ((((Real.hasDerivAt_cos t).const_sub 1).const_mul (2 * k ^ 2)).add_const 4).congr_deriv
        (by ring)
    have hw := (hasDerivAt_const t (1 : ℝ)).fun_div hu (hne t)
    refine (((hw.fun_add ((hw.fun_mul hw).const_mul 4)).fun_add
      ((hw.fun_mul (hw.fun_mul hw)).const_mul (16 / 3))).const_mul (-(2 / k ^ 2))).congr_deriv ?_
    have h4 := hne t
    generalize 2 * k ^ 2 * (1 - Real.cos t) = x at h4 ⊢
    field_simp
    ring
  have hcont : Continuous (fun t : ℝ => 4 * (2 * k ^ 2 * (1 - Real.cos t) + 8) ^ 2
      / (2 * k ^ 2 * (1 - Real.cos t) + 4) ^ 4 * Real.sin t) := by
    refine Continuous.mul (Continuous.div ?_ ?_ fun t => pow_ne_zero 4 (hne t))
      Real.continuous_sin <;> fun_prop
  rw [totalCrossSection]
  simp only [hpt]
  rw [intervalIntegral.integral_eq_sub_of_hasDerivAt hd (hcont.intervalIntegrable _ _)]
  simp only [Real.cos_pi, Real.cos_zero]
  rw [show 2 * k ^ 2 * (1 - -1) + 4 = 4 * (k ^ 2 + 1) by ring,
    show 2 * k ^ 2 * (1 - 1) + 4 = 4 by ring]
  have hK : k ^ 2 + 1 ≠ 0 := by positivity
  field_simp
  ring
```

Put $u=q^2+4$, so $du=2k^2\sin t\,dt$, and $K=k^2+1$. Then

$$\sigma=\frac{4\pi}{k^2}\int_4^{4K}\left(\frac1{u^2}+\frac8{u^3}+\frac{16}{u^4}\right)du
=\frac{4\pi}{k^2}\left[-\frac1u-\frac4{u^2}-\frac{16}{3u^3}\right]_4^{4K}.$$

The limits give

$$\sigma=\frac{\pi(7K^3-3K^2-3K-1)}{3k^2K^3},$$

and the numerator's bracket equals $k^2(7k^4+18k^2+12)$. In Lean, `hpt` inserts the closed amplitude, treating $\sin t=0$ separately because $q=0$ in the forward direction; `hd` verifies the antiderivative in $t$.

For $k=1$, $u$ runs from 4 to 8, and $\sigma=4\pi\left(\frac7{12}-\frac{19}{96}\right)=\frac{37\pi}{24}\approx4.84$.

As $k\to0$ the formula tends to $4\pi$, the low-energy limit of this model. At $k=0$ itself the Lean equality fails, but only by a convention: Lean sets $2/0=0$, so `totalCrossSection 0` is 0. This is why the theorem excludes $k=0$.

```lean
/-- At high energy `k²` times the total cross section tends to `7π/3`. -/
theorem tendsto_sq_mul_totalCrossSection :
    Tendsto (fun k : ℝ => k ^ 2 * totalCrossSection k) atTop (𝓝 (7 * π / 3)) := by
  have hx : Tendsto (fun k : ℝ => 1 / (k ^ 2 + 1)) atTop (𝓝 0) :=
    tendsto_const_nhds.div_atTop
      (tendsto_atTop_add_const_right _ _ (tendsto_pow_atTop two_ne_zero))
  have hp : Continuous (fun x : ℝ => π * (7 - 3 * x - 3 * x ^ 2 - x ^ 3) / 3) := by fun_prop
  have h := (hp.tendsto 0).comp hx
  rw [show 7 * π / 3 = π * (7 - 3 * 0 - 3 * 0 ^ 2 - 0 ^ 3) / 3 by ring]
  refine h.congr' ?_
  filter_upwards [eventually_gt_atTop 0] with k hk
  rw [totalCrossSection_eq hk]
  simp only [Function.comp_apply]
  have hK : k ^ 2 + 1 ≠ 0 := by positivity
  field_simp
  ring

end

end HydrogenStaticBorn
```

With $x=1/K$, the previous result reads $k^2\sigma=\frac\pi3(7-3x-3x^2-x^3)$. As $k\to\infty$, $x\to0$ and $k^2\sigma\to7\pi/3$, so in this model the cross section falls off as the inverse of the energy. Lean uses the continuity of the polynomial at $x=0$.

```lean
#print axioms HydrogenStaticBorn.bornAmplitude_eq_formFactor
#print axioms HydrogenStaticBorn.totalCrossSection_eq
#print axioms HydrogenStaticBorn.tendsto_sq_mul_totalCrossSection
```

```
'HydrogenStaticBorn.bornAmplitude_eq_formFactor' depends on axioms: [propext, Classical.choice, Quot.sound]
'HydrogenStaticBorn.totalCrossSection_eq' depends on axioms: [propext, Classical.choice, Quot.sound]
'HydrogenStaticBorn.tendsto_sq_mul_totalCrossSection' depends on axioms: [propext, Classical.choice, Quot.sound]
```
